# N·J = L² for the non-contact hyperfine field of one electron, and the ratio 5 between the p1/2 and p3/2 angular factors

Orbital operators are modelled as elements of an arbitrary complex algebra A, and operators on an electron with spin as 2×2 matrices over A. For orbital angular momentum L, spin S, J = L + S and a direction n with commuting components, n·n = 1 and n·L = 0, the file proves that the hyperfine field N = L − S + 3(S·n)n satisfies N·J = L², and, taking as a hypothesis that the expectation value of each N_i J_i is c times that of J_i J_i, it derives the ratio of the constants c for p1/2 and p3/2.

In Lean 4 with Mathlib:

```lean
import Mathlib

open Matrix

namespace HyperfineProjection

noncomputable section

variable {A : Type*} [Ring A] [Algebra ℂ A]

/-- An orbital operator acting on two-component spinors, the same on both components. -/
def orb : A →+* Matrix (Fin 2) (Fin 2) A := Matrix.scalar (Fin 2)

/-- The electron spin `S = σ/2`, as matrices over the orbital algebra. -/
def spin : Fin 3 → Matrix (Fin 2) (Fin 2) A :=
  ![(1 / 2 : ℂ) • !![0, 1; 1, 0],
    (1 / 2 : ℂ) • !![0, (-Complex.I) • 1; Complex.I • 1, 0],
    (1 / 2 : ℂ) • !![1, 0; 0, -1]]

/-- The total angular momentum `J = L + S`. -/
def totalJ (L : Fin 3 → A) (i : Fin 3) : Matrix (Fin 2) (Fin 2) A :=
  orb (L i) + spin i

/-- The hyperfine field `N_i = L_i - S_i + 3 (S·n) n_i`. -/
def hyperfineField (n L : Fin 3 → A) (i : Fin 3) : Matrix (Fin 2) (Fin 2) A :=
  orb (L i) - spin i + (3 : ℂ) • ((∑ k, spin k * orb (n k)) * orb (n i))

/-- The components of `n` commute, `n·n = 1`, and `L` is transverse to `n`. -/
structure IsDirection (n L : Fin 3 → A) : Prop where
  comm : ∀ i j, n i * n j = n j * n i
  unit : ∑ i, n i * n i = 1
  transverse : ∑ i, n i * L i = 0

/-- The linear functional `ω` takes the value `l(l+1)` on `L²` and `j(j+1)` on `J²`, and its value
on each `N_i J_i` is `c` times its value on `J_i J_i`. -/
structure IsCoupledState (n L : Fin 3 → A) (l j c : ℂ)
    (ω : Matrix (Fin 2) (Fin 2) A →ₗ[ℂ] ℂ) : Prop where
  orbital : ω (orb (∑ i, L i * L i)) = l * (l + 1)
  total : ω (∑ i, totalJ L i * totalJ L i) = j * (j + 1)
  projected : ∀ i, ω (hyperfineField n L i * totalJ L i) = c * ω (totalJ L i * totalJ L i)

omit [Algebra ℂ A] in
/-- An orbital operator is block diagonal in the spin index. -/
theorem orb_eq (a : A) : orb a = !![a, 0; 0, a] := by
  ext i j
  fin_cases i <;> fin_cases j <;> simp [orb]

/-- Spin commutes with every orbital operator. -/
theorem spin_comm_orb (k : Fin 3) (a : A) : spin k * orb a = orb a * spin k := by
  rw [orb_eq]
  ext i j
  fin_cases k <;> fin_cases i <;> fin_cases j <;>
    simp [spin, Matrix.mul_apply, Fin.sum_univ_two]

/-- The spin component along `n`, written out as a matrix. -/
theorem spin_dot (n : Fin 3 → A) : ∑ k, spin k * orb (n k) =
    (1 / 2 : ℂ) • !![n 2, n 0 - Complex.I • n 1; n 0 + Complex.I • n 1, -n 2] := by
  rw [Fin.sum_univ_three]
  ext i j
  fin_cases i <;> fin_cases j <;>
    simp [spin, orb_eq]
  module

/-- For a unit vector `n` with commuting components, `(S·n)² = 1/4`. -/
theorem spin_dot_sq (n : Fin 3 → A) (hc : ∀ i j, n i * n j = n j * n i)
    (hu : ∑ i, n i * n i = 1) :
    (∑ k, spin k * orb (n k)) * (∑ k, spin k * orb (n k)) = (1 / 4 : ℂ) • 1 := by
  rw [Fin.sum_univ_three] at hu
  have h00 : n 2 * n 2 + (n 0 - Complex.I • n 1) * (n 0 + Complex.I • n 1) = 1 := by
    rw [← hu]
    simp only [sub_mul, mul_add, smul_mul_assoc, mul_smul_comm, smul_sub, smul_smul,
      Complex.I_mul_I, hc 1 0]
    module
  have h01 : n 2 * (n 0 - Complex.I • n 1) + (n 0 - Complex.I • n 1) * -n 2 = 0 := by
    simp only [sub_mul, mul_sub, mul_neg, smul_mul_assoc, mul_smul_comm, hc 2 0, hc 2 1]
    module
  have h10 : (n 0 + Complex.I • n 1) * n 2 + -n 2 * (n 0 + Complex.I • n 1) = 0 := by
    simp only [add_mul, mul_add, neg_mul, smul_mul_assoc, mul_smul_comm, hc 2 0, hc 2 1]
    module
  have h11 : (n 0 + Complex.I • n 1) * (n 0 - Complex.I • n 1) + -n 2 * -n 2 = 1 := by
    rw [← hu]
    simp only [add_mul, mul_sub, neg_mul_neg, smul_mul_assoc, mul_smul_comm, smul_add,
      smul_smul, Complex.I_mul_I, hc 1 0]
    module
  rw [spin_dot, smul_mul_assoc, mul_smul_comm, smul_smul, Matrix.mul_fin_two,
    h00, h01, h10, h11, ← Matrix.one_fin_two]
  norm_num

/-- Each spin component squares to `1/4`. -/
theorem spin_sq (i : Fin 3) : (spin i * spin i : Matrix (Fin 2) (Fin 2) A) = (1 / 4 : ℂ) • 1 := by
  -- take `n` along the `i`-th axis
  have h := spin_dot_sq (fun k => if k = i then (1 : A) else 0)
    (by intro a b; split_ifs <;> simp) (by simp)
  have e : ∑ k, spin k * orb (if k = i then (1 : A) else 0) = spin i := by
    rw [Finset.sum_eq_single i]
    · simp
    · intro k _ hk
      simp [hk]
    · simp
  rwa [e] at h

/-- The hyperfine field contracted with the total angular momentum is `N·J = L²`. -/
theorem hyperfineField_dot_totalJ {n L : Fin 3 → A} (h : IsDirection n L) :
    ∑ i, hyperfineField n L i * totalJ L i = orb (∑ i, L i * L i) := by
  -- transversality leaves only the spin in `n·J`
  have hnJ : ∑ i, orb (n i) * totalJ L i = ∑ k, spin k * orb (n k) := by
    simp only [totalJ, mul_add, Finset.sum_add_distrib, ← map_mul, ← map_sum,
      h.transverse, map_zero, zero_add, spin_comm_orb]
  have term : ∀ i, hyperfineField n L i * totalJ L i = orb (L i * L i) - (1 / 4 : ℂ) • 1
      + (3 : ℂ) • ((∑ k, spin k * orb (n k)) * (orb (n i) * totalJ L i)) := by
    intro i
    have e : (orb (L i) - spin i) * totalJ L i = orb (L i * L i) - (1 / 4 : ℂ) • 1 := by
      rw [totalJ, sub_mul, mul_add, mul_add, spin_comm_orb, spin_sq, map_mul]
      abel
    rw [hyperfineField, add_mul, e, smul_mul_assoc, mul_assoc]
  -- the spin terms `-3/4` and `3 (S·n)²` cancel
  rw [Finset.sum_congr rfl (fun i _ => term i), Finset.sum_add_distrib, ← Finset.smul_sum,
    ← Finset.mul_sum, hnJ, spin_dot_sq n h.comm h.unit, map_sum,
    Fin.sum_univ_three, Fin.sum_univ_three]
  module

/-- The projected hyperfine constant obeys `c j(j+1) = l(l+1)`. -/
theorem projected_constant {n L : Fin 3 → A} (h : IsDirection n L) {l j c : ℂ}
    {ω : Matrix (Fin 2) (Fin 2) A →ₗ[ℂ] ℂ} (hω : IsCoupledState n L l j c ω) :
    c * (j * (j + 1)) = l * (l + 1) := by
  rw [← hω.total, ← hω.orbital, ← hyperfineField_dot_totalJ h, map_sum, map_sum,
    Finset.mul_sum]
  exact Finset.sum_congr rfl fun i _ => (hω.projected i).symm

/-- The constants `a` for `j = l - 1/2` and `b` for `j = l + 1/2` are related by
`(2l - 1) a = (2l + 3) b`. -/
theorem doublet_ratio {n L : Fin 3 → A} (h : IsDirection n L) (l : ℕ) {a b : ℂ}
    {ω ω' : Matrix (Fin 2) (Fin 2) A →ₗ[ℂ] ℂ}
    (ha : IsCoupledState n L l (l - 1 / 2) a ω) (hb : IsCoupledState n L l (l + 1 / 2) b ω') :
    (2 * l - 1) * a = (2 * l + 3) * b := by
  have h0 : (2 * l + 1 : ℂ) ≠ 0 := by exact_mod_cast Nat.succ_ne_zero (2 * l)
  apply mul_left_cancel₀ h0
  linear_combination 4 * projected_constant h ha - 4 * projected_constant h hb

/-- The projected constants are `8/3` for p1/2 and `8/15` for p3/2, in the ratio 5. -/
theorem p_state_ratio {n L : Fin 3 → A} (h : IsDirection n L) {a b : ℂ}
    {ω ω' : Matrix (Fin 2) (Fin 2) A →ₗ[ℂ] ℂ}
    (ha : IsCoupledState n L 1 (1 / 2) a ω) (hb : IsCoupledState n L 1 (3 / 2) b ω') :
    a = 8 / 3 ∧ b = 8 / 15 ∧ a / b = 5 := by
  have h1 : a = 8 / 3 := by linear_combination (4 / 3) * projected_constant h ha
  have h2 : b = 8 / 15 := by linear_combination (4 / 15) * projected_constant h hb
  refine ⟨h1, h2, ?_⟩
  rw [h1, h2]
  norm_num

/-- Three commuting diagonal matrices, the projectors on the Cartesian axes. -/
def axisN : Fin 3 → Matrix (Fin 3) (Fin 3) ℂ :=
  ![!![1, 0, 0; 0, 0, 0; 0, 0, 0], !![0, 0, 0; 0, 1, 0; 0, 0, 0], !![0, 0, 0; 0, 0, 0; 0, 0, 1]]

/-- The spin-one matrices in the Cartesian basis. -/
def axisL : Fin 3 → Matrix (Fin 3) (Fin 3) ℂ :=
  ![!![0, 0, 0; 0, 0, -Complex.I; 0, Complex.I, 0],
    !![0, 0, Complex.I; 0, 0, 0; -Complex.I, 0, 0],
    !![0, -Complex.I, 0; Complex.I, 0, 0; 0, 0, 0]]

/-- The expectation value in the state `(|z↑⟩ + |x↓⟩ + i|y↓⟩)/√3`. -/
def axisState : Matrix (Fin 2) (Fin 2) (Matrix (Fin 3) (Fin 3) ℂ) →ₗ[ℂ] ℂ where
  toFun X := (X 0 0 2 2 + X 0 1 2 0 + Complex.I * X 0 1 2 1 + X 1 0 0 2
    - Complex.I * X 1 0 1 2 + X 1 1 0 0 + Complex.I * X 1 1 0 1
    - Complex.I * X 1 1 1 0 + X 1 1 1 1) / 3
  map_add' X Y := by
    simp only [Matrix.add_apply]
    ring
  map_smul' c X := by
    simp only [Matrix.smul_apply, smul_eq_mul, RingHom.id_apply]
    ring

/-- The matrices `axisN`, `axisL` and the state `axisState` meet all the conditions, with
`l = 1`, `j = 1/2` and `c = 8/3`. -/
theorem coupledState_witness : IsDirection axisN axisL ∧
    IsCoupledState axisN axisL 1 (1 / 2) (8 / 3) axisState := by
  have hz : (![0, 0, 0] : Fin 3 → ℂ) = 0 := by
    ext k
    fin_cases k <;> rfl
  refine ⟨⟨?_, ?_, ?_⟩, ⟨?_, ?_, ?_⟩⟩
  · intro i j
    fin_cases i <;> fin_cases j <;> simp [axisN] <;> exact hz.symm
  · ext i j
    fin_cases i <;> fin_cases j <;> simp [axisN, Fin.sum_univ_three]
  · ext i j
    fin_cases i <;> fin_cases j <;> simp [axisN, axisL, Fin.sum_univ_three]
  · simp [axisState, orb_eq, axisL, Fin.sum_univ_three]
    norm_num
  · simp [axisState, totalJ, spin, orb_eq, axisL, Fin.sum_univ_three, Matrix.mul_apply]
    ring_nf
    norm_num [Complex.I_sq]
  · intro i
    fin_cases i <;>
      simp [axisState, hyperfineField, totalJ, spin, orb_eq, axisL, axisN,
        Fin.sum_univ_three, Matrix.mul_apply, Fin.sum_univ_two] <;>
      ring_nf <;> norm_num [Complex.I_sq] <;> simp [hz]

end

end HyperfineProjection
```

```lean
#print axioms HyperfineProjection.hyperfineField_dot_totalJ
-- 'HyperfineProjection.hyperfineField_dot_totalJ' depends on axioms: [propext, Classical.choice, Quot.sound]
#print axioms HyperfineProjection.doublet_ratio
-- 'HyperfineProjection.doublet_ratio' depends on axioms: [propext, Classical.choice, Quot.sound]
#print axioms HyperfineProjection.p_state_ratio
-- 'HyperfineProjection.p_state_ratio' depends on axioms: [propext, Classical.choice, Quot.sound]
```

## Operators, states and the constant c

The index i runs over 0, 1, 2 for x, y, z, and ħ = 1. The map `orb` places an orbital operator on both spin components, `spin` is half the Pauli matrices, and `totalJ` is J. Up to a constant and a factor r⁻³, `hyperfineField` is the magnetic field that the electron produces at the nucleus, with spin g-factor 2 and without the contact term.

`IsDirection` holds the three conditions on n and L. For a real electron n = r/|r|, its components commute because they are functions of position, and n·L = 0 because L = r × p. No commutation relation between L and n, or among the components of L, is assumed.

A state enters as a linear functional ω, read as an expectation value. `IsCoupledState` requires ω(L²) = l(l+1), ω(J²) = j(j+1) and, for each i separately,

ω(N_i J_i) = c ω(J_i J_i).

This last condition stands for the projection theorem, which is assumed and not derived. N is a vector operator, so inside a multiplet of fixed l and j its matrix elements are c times those of J. Since J_i maps the multiplet into itself, the displayed equation follows for every state in it. The constant c describes only this diagonal block; matrix elements of N between different j are left out.

## The spin terms cancel

Spin commutes with orbital operators (`spin_comm_orb`). Writing I for the imaginary unit, the spin along n is the matrix in `spin_dot`:

S·n = ½ [[n_2, n_0 − I n_1], [n_0 + I n_1, −n_2]].

The upper left entry of its square is ¼ times

n_2² + (n_0 − I n_1)(n_0 + I n_1) = n_0² + n_1² + n_2² + I(n_0 n_1 − n_1 n_0) = 1.

The lower right entry works the same way, and the off-diagonal entries are commutators of n_2 with n_0 and n_1, which vanish. Hence

(S·n)² = 1/4.

In `spin_dot_sq` the four entries are the facts `h00`, `h01`, `h10` and `h11`. Taking n along a coordinate axis gives S_i² = 1/4, which is `spin_sq`.

The first two terms of N_i now contribute

(L_i − S_i)(L_i + S_i) = L_i² + L_i S_i − S_i L_i − S_i² = L_i² − 1/4.

For the third term, n·L = 0 leaves only the spin in n·J:

Σ_i n_i J_i = Σ_i n_i L_i + Σ_i n_i S_i = S·n.

Summing over i gives

Σ_i N_i J_i = L² − 3/4 + 3(S·n)² = L² − 3/4 + 3/4 = L².

The proof of `hyperfineField_dot_totalJ` has the same layout: `hnJ` is the equation for n·J, `term` is the expansion for one i, and the closing `module` cancels the two numbers.

## From the identity to the ratio 5

Applying ω to both sides and using the projection condition for each i gives `projected_constant`:

c j(j+1) = l(l+1).

Let a be the constant for j = l − 1/2 and b the constant for j = l + 1/2. Multiplying each equation by 4,

(2l−1)(2l+1) a = 4l(l+1),
(2l+1)(2l+3) b = 4l(l+1).

Subtracting them and cancelling 2l+1, which is never zero for a natural number l, gives `doublet_ratio`:

(2l − 1) a = (2l + 3) b.

Both members of the doublet exist physically for l ≥ 1. For p states, (3/4)a = 2 and (15/4)b = 2, so a = 8/3, b = 8/15 and a/b = 5, as `p_state_ratio` states.

In a non-relativistic one-electron model with the same ⟨r⁻³⟩ for both levels, 5 is therefore the ratio of the magnetic dipole hyperfine constants of p1/2 and p3/2. Relativistic radial functions and core polarisation change it.

## A three-axis example with j = 1/2

`coupledState_witness` gives explicit matrices and a state that satisfy all the conditions for l = 1, j = 1/2 and c = 8/3. The algebra is the 3×3 complex matrices, L is spin one in the Cartesian basis, and the normalised state is (|z↑⟩ + |x↓⟩ + I|y↓⟩)/√3. The n_i are the projectors on the three basis states, as if the electron could sit only on the positive x, y and z axes. This n does not rotate as a vector, so the example shows that the conditions are consistent for j = 1/2 and is not a model of a real p orbital.

## Orbital and spin-dipole parts in a calculation

In the non-relativistic one-electron model with l ≥ 1, the magnetic dipole hyperfine constant is ⟨r⁻³⟩, obtained from the radial function, times l(l+1)/(j(j+1)) and a prefactor that contains the nuclear moment and physical constants. Code that builds N as a matrix within a single l shell cannot obtain the products n_k n_i by multiplying the restricted matrices of n_k and n_i: n has odd parity, so its own matrix elements within the shell are all zero.

Programs may list the orbital part L and the spin-dipole part T = −S + 3(S·n)n separately. The same expansion, done by hand and not in the file, gives

L·J = L² + L·S,
T·J = −L·S.

Dividing the expectation values of L·J and T·J by j(j+1) gives the two contributions to c. For p1/2, where L·S = −1, each of them is 4/3. For p3/2, where L·S = 1/2, the parts are 2/3 and −2/15.
